# An exponential bound on the plateau error of the saddle-point conductance

A conductance close to \(N\) conductance quanta is usually read as "\(N\) channels are open". In the saddle-point model of a smooth constriction that reading is not exact: no channel is fully open or fully closed. Each of the \(N\) open channels reflects a little, and infinitely many closed channels leak a little. Knowing that each contribution is small does not settle how large their total is. For the ideal quadratic saddle, the total error is bounded by an exponential in the distance to the nearest conductance step.

## The model

```lean
import Mathlib

open scoped Real

namespace SaddlePointConductance

noncomputable section
```

The first line loads the mathematical library Mathlib, and `open scoped Real` makes the symbol `π` available. The namespace only prefixes the names that follow.

```lean
/-- Transmission probability of channel `n` through a saddle-point constriction with frequency
ratio `r = ω_y / ω_x`, at energy `E` in units of `ħω_y` above the saddle potential. -/
def transmission (r E : ℝ) (n : ℕ) : ℝ :=
  1 / (1 + Real.exp (-2 * π * r * (E - n - 1 / 2)))
```

The constriction is a saddle potential that confines electrons across the channel with frequency \(\omega_y\) and forms an inverted parabola of frequency \(\omega_x\) along it. Energies \(E\) are measured from the saddle potential in units of \(\hbar\omega_y\), and \(r=\omega_y/\omega_x\). Channel \(n=0,1,2,\dots\) has its threshold at \(n+\tfrac12\) and transmits with probability
\[
T_n=\frac{1}{1+e^{-2\pi r(E-n-1/2)}} .
\]
In Lean, `r` and `E` are real numbers (`ℝ`) and `n` is a natural number (`ℕ`), which starts at zero. The formula stands for tunnelling through, and reflection above, an inverted parabolic barrier. It enters here as a definition and is not derived from the Schrödinger equation.

```lean
/-- Landauer conductance in units of the conductance quantum: the sum of all channel
transmissions. -/
def conductance (r E : ℝ) : ℝ := ∑' n, transmission r E n
```

This is the Landauer formula, \(G=\sum_{n=0}^{\infty}T_n\), in units of the conductance quantum \(2e^2/h\), where the factor 2 counts the two spin directions. It holds for non-interacting electrons at zero temperature and small bias, and \(E\) is then the Fermi energy. The symbol `∑'` is Lean's infinite sum. It returns zero for a series that does not converge, so convergence has to be proved before the number means anything; `plateau_error` below includes it.

```lean
/-- Signed distance from `E` to the nearer edge of the `N`-th plateau, whose edges are
`N - 1/2` and `N + 1/2`. -/
def edgeDistance (E : ℝ) (N : ℕ) : ℝ := min (E - N + 1 / 2) (N + 1 / 2 - E)
```

The \(N\)-th plateau lies between \(N-\tfrac12\) and \(N+\tfrac12\). The distance to its nearer edge is
\[
d=\min\left(E-N+\tfrac12,\; N+\tfrac12-E\right).
\]
It carries a sign and becomes negative when \(E\) leaves the plateau. For \(N=0\) only the upper edge is a channel threshold.

```lean
/-- The edge distance is positive exactly when the energy lies strictly between the two
plateau edges. -/
theorem edgeDistance_pos_iff (E : ℝ) (N : ℕ) :
    0 < edgeDistance E N ↔ (N : ℝ) - 1 / 2 < E ∧ E < N + 1 / 2 := by
  unfold edgeDistance
  rw [lt_min_iff]
  constructor
  · rintro ⟨h1, h2⟩
    constructor <;> linarith
  · rintro ⟨h1, h2⟩
    constructor <;> linarith
```

A Lean theorem gives a name, the variables and assumptions, a colon, the statement, and after `:=` the proof. This one says that \(d>0\) if and only if \(N-\tfrac12<E<N+\tfrac12\). A minimum is positive exactly when both of its entries are, which is `lt_min_iff`; the tactic `linarith` then rearranges the linear inequalities.

## Bounds for single channels

```lean
/-- For `r > 0` the difference `1 - exp(-2πr)` is positive. -/
theorem one_sub_ratio_pos {r : ℝ} (hr : 0 < r) : 0 < 1 - Real.exp (-2 * π * r) := by
  have h : Real.exp (-2 * π * r) < 1 :=
    Real.exp_lt_one_iff.mpr (by nlinarith [mul_pos Real.pi_pos hr])
  linarith
```

Write \(q=e^{-2\pi r}\). The assumption `hr` says \(r>0\), so the exponent is negative, \(q<1\), and \(1-q>0\). This is what allows a geometric series in \(q\) to be summed.

```lean
/-- The reflection probability and the transmission probability of a channel are each bounded
by an exponential in the energy measured from the channel threshold. -/
theorem transmission_bounds (r E : ℝ) (n : ℕ) :
    1 - Real.exp (-2 * π * r * (E - n - 1 / 2)) ≤ transmission r E n ∧
      transmission r E n ≤ Real.exp (2 * π * r * (E - n - 1 / 2)) := by
  have hx := Real.exp_pos (-2 * π * r * (E - n - 1 / 2))
  have hy := Real.exp_pos (2 * π * r * (E - n - 1 / 2))
  have h : Real.exp (2 * π * r * (E - n - 1 / 2)) *
      Real.exp (-2 * π * r * (E - n - 1 / 2)) = 1 := by
    rw [← Real.exp_add, Real.exp_eq_one_iff]
    ring
  unfold transmission
  constructor
  · rw [le_div_iff₀ (by positivity)]
    nlinarith [sq_nonneg (Real.exp (-2 * π * r * (E - n - 1 / 2)))]
  · rw [div_le_iff₀ (by positivity), mul_add, mul_one, h]
    linarith
```

With \(x=2\pi r(E-n-\tfrac12)\), the theorem states
\[
1-e^{-x}\le T_n\le e^{x}.
\]
The left inequality is useful for an open channel, where it says that the reflection \(1-T_n\) is at most \(e^{-x}\). The right one is useful for a closed channel, where \(x\) is negative. Both hold for every \(x\). Multiplying by the positive denominator \(1+e^{-x}\) turns them into
\[
(1-e^{-x})(1+e^{-x})=1-e^{-2x}\le 1,\qquad e^{x}(1+e^{-x})=e^{x}+1\ge 1 .
\]
The Lean proof does the same. The lemmas `le_div_iff₀` and `div_le_iff₀` clear the denominator, `nlinarith` uses that the square \(e^{-2x}\) is non-negative, and the auxiliary statement `h` records \(e^{x}e^{-x}=1\).

```lean
/-- Two channels whose thresholds lie symmetrically about the energy have transmissions
that add up to one. -/
theorem transmission_add_mirror (r E : ℝ) (n m : ℕ) (h : (n : ℝ) + m + 1 = 2 * E) :
    transmission r E n + transmission r E m = 1 := by
  have key : ∀ x y : ℝ, 0 < x → 0 < y → x * y = 1 → 1 / (1 + x) + 1 / (1 + y) = 1 := by
    intro x y hx hy hxy
    rw [div_add_div _ _ (by positivity) (by positivity), div_eq_one_iff_eq (by positivity)]
    linear_combination -hxy
  unfold transmission
  apply key _ _ (Real.exp_pos _) (Real.exp_pos _)
  rw [← Real.exp_add, Real.exp_eq_one_iff]
  linear_combination (2 * π * r) * h
```

The assumption \(n+m+1=2E\) says that the thresholds \(n+\tfrac12\) and \(m+\tfrac12\) lie symmetrically about \(E\). Then \(T_n+T_m=1\): what one channel reflects, the other leaks. The two exponentials, call them \(u\) and \(v\), satisfy \(uv=1\), and therefore
\[
\frac1{1+u}+\frac1{1+v}=\frac{2+u+v}{1+u+v+uv}=1 .
\]
This identity is the statement `key` inside the proof. The last lines check that the exponents add to zero.

## Summing over the channels

```lean
/-- The transmissions of all channels from `M` upward are summable, and their total is bounded
by a geometric series. -/
theorem leakage_bound {r : ℝ} (hr : 0 < r) (E : ℝ) (M : ℕ) :
    Summable (fun k => transmission r E (k + M)) ∧
      ∑' k, transmission r E (k + M) ≤
        Real.exp (-2 * π * r * (M + 1 / 2 - E)) / (1 - Real.exp (-2 * π * r)) := by
  have hq := one_sub_ratio_pos hr
  have hg := (hasSum_geometric_of_lt_one (Real.exp_pos (-2 * π * r)).le
    (by linarith)).mul_left (Real.exp (-2 * π * r * (M + 1 / 2 - E)))
  -- the upper bound gains another factor exp(-2πr) with each further channel
  have hle : ∀ k : ℕ, transmission r E (k + M) ≤
      Real.exp (-2 * π * r * (M + 1 / 2 - E)) * Real.exp (-2 * π * r) ^ k := by
    intro k
    refine (transmission_bounds r E (k + M)).2.trans (le_of_eq ?_)
    rw [← Real.exp_nat_mul, ← Real.exp_add]
    congr 1
    push_cast
    ring
  have hs : Summable (fun k => transmission r E (k + M)) :=
    Summable.of_nonneg_of_le (fun k => by unfold transmission; positivity) hle hg.summable
  refine ⟨hs, ?_⟩
  rw [div_eq_mul_inv]
  exact hasSum_le hle hs.hasSum hg
```

The theorem has two parts, joined by `∧` ("and"): the transmissions of all channels from \(M\) upward have a convergent sum, and
\[
\sum_{k=0}^{\infty}T_{k+M}\le\frac{e^{-2\pi r(M+1/2-E)}}{1-q}.
\]
By hand, the upper bound for a single channel gives
\[
T_{k+M}\le e^{2\pi r(E-k-M-1/2)}=e^{-2\pi r(M+1/2-E)}\,q^{k},
\]
and \(\sum_k q^k=1/(1-q)\). In the proof, `hg` is the summed geometric series and `hle` the term-by-term comparison. Convergence follows because the terms are non-negative and lie below a convergent series, and `hasSum_le` compares the totals. In a numerical evaluation of this model's conductance, the same inequality bounds the error made by keeping only the channels below \(M\).

```lean
/-- The total transmission of the lowest `N` channels falls short of `N` by at most a
geometric-series bound. -/
theorem open_channels_bound {r : ℝ} (hr : 0 < r) (E : ℝ) (N : ℕ) :
    (N : ℝ) - Real.exp (-2 * π * r * (E - N + 1 / 2)) / (1 - Real.exp (-2 * π * r)) ≤
      ∑ n ∈ Finset.range N, transmission r E n := by
  have hq := one_sub_ratio_pos hr
  induction N with
  | zero =>
    rw [Finset.sum_range_zero, Nat.cast_zero, zero_sub, neg_nonpos]
    exact div_nonneg (Real.exp_pos _).le hq.le
  | succ N ih =>
    rw [Finset.sum_range_succ, Nat.cast_add, Nat.cast_one]
    have e1 : Real.exp (-2 * π * r * (E - N + 1 / 2)) =
        Real.exp (-2 * π * r) * Real.exp (-2 * π * r * (E - ((N : ℝ) + 1) + 1 / 2)) := by
      rw [← Real.exp_add]
      congr 1
      ring
    have e2 : Real.exp (-2 * π * r * (E - N - 1 / 2)) =
        Real.exp (-2 * π * r * (E - ((N : ℝ) + 1) + 1 / 2)) := by
      congr 1
      ring
    have h1 := (transmission_bounds r E N).1
    rw [e2] at h1
    rw [e1] at ih
    -- adding the newest channel completes the geometric series
    have h2 : Real.exp (-2 * π * r) * Real.exp (-2 * π * r * (E - ((N : ℝ) + 1) + 1 / 2)) /
          (1 - Real.exp (-2 * π * r)) + Real.exp (-2 * π * r * (E - ((N : ℝ) + 1) + 1 / 2)) =
        Real.exp (-2 * π * r * (E - ((N : ℝ) + 1) + 1 / 2)) /
          (1 - Real.exp (-2 * π * r)) := by
      rw [eq_div_iff hq.ne', add_mul, div_mul_cancel₀ _ hq.ne']
      ring
    linarith
```

For the lowest \(N\) channels the statement is
\[
N-\frac{e^{-2\pi r(E-N+1/2)}}{1-q}\le\sum_{n=0}^{N-1}T_n .
\]
By hand one adds the reflections. Each is at most \(e^{-2\pi r(E-n-1/2)}\). The largest of these bounds belongs to the highest channel, \(n=N-1\), and each step down multiplies it by \(q\), so the total is below the full geometric series.

Lean reaches the same result by induction on \(N\). For \(N=0\) the sum is empty, and the claim says that a negative number is at most zero. For the step from \(N\) to \(N+1\), let \(a=e^{-2\pi r(E-N-1/2)}\) be the bound on the reflection of the new channel. The old error bound equals \(qa/(1-q)\), and
\[
\frac{qa}{1-q}+a=\frac{a}{1-q},
\]
which is the new error bound. This identity is `h2`; `e1` and `e2` only rewrite exponents into matching form.

## The error on a plateau

```lean
/-- The channel sum converges, and the conductance differs from `N` by at most
`exp(-2πrd) / (1 - exp(-2πr))`, where `d` is the signed distance to the nearer plateau edge. -/
theorem plateau_error {r : ℝ} (hr : 0 < r) (E : ℝ) (N : ℕ) :
    Summable (transmission r E) ∧
      |conductance r E - N| ≤
        Real.exp (-2 * π * r * edgeDistance E N) / (1 - Real.exp (-2 * π * r)) := by
  have hq := one_sub_ratio_pos hr
  have hs : Summable (transmission r E) := (leakage_bound hr E 0).1
  refine ⟨hs, ?_⟩
  have hsplit := hs.sum_add_tsum_nat_add N
  have hopen := open_channels_bound hr E N
  have hclosed := (leakage_bound hr E N).2
  have hopen1 : ∑ n ∈ Finset.range N, transmission r E n ≤ N := by
    calc ∑ n ∈ Finset.range N, transmission r E n ≤ ∑ n ∈ Finset.range N, (1 : ℝ) := by
          apply Finset.sum_le_sum
          intro n _
          unfold transmission
          rw [div_le_one (by positivity)]
          linarith [Real.exp_pos (-2 * π * r * (E - n - 1 / 2))]
      _ = N := by simp
  have hclosed0 : 0 ≤ ∑' k, transmission r E (k + N) :=
    tsum_nonneg (fun k => by unfold transmission; positivity)
  -- either edge is at least as far away as the nearer one
  have mono : ∀ a : ℝ, edgeDistance E N ≤ a →
      Real.exp (-2 * π * r * a) / (1 - Real.exp (-2 * π * r)) ≤
        Real.exp (-2 * π * r * edgeDistance E N) / (1 - Real.exp (-2 * π * r)) := by
    intro a ha
    apply div_le_div_of_nonneg_right _ hq.le
    apply Real.exp_le_exp.mpr
    have := mul_le_mul_of_nonneg_left ha (by positivity : 0 ≤ 2 * π * r)
    linarith
  have ha := mono (E - N + 1 / 2) (min_le_left _ _)
  have hb := mono (N + 1 / 2 - E) (min_le_right _ _)
  unfold conductance
  rw [abs_le]
  constructor <;> linarith
```

For every \(r>0\), every real \(E\) and every natural number \(N\), the channel sum converges and
\[
|G-N|\le\frac{e^{-2\pi r d}}{1-e^{-2\pi r}} .
\]
To derive it, split the sum at channel \(N\):
\[
G-N=\left(\sum_{n=0}^{N-1}T_n-N\right)+\sum_{k=0}^{\infty}T_{k+N}.
\]
The first term is not positive, because each \(T_n\le1\), and the second is not negative. Reflection and leakage therefore work against each other, and the two previous theorems give
\[
-\frac{e^{-2\pi r(E-N+1/2)}}{1-q}\le G-N\le\frac{e^{-2\pi r(N+1/2-E)}}{1-q}.
\]
Both distances in the exponents are at least \(d\), so both sides are at most \(e^{-2\pi rd}/(1-q)\) in magnitude. Because the signs are opposite, the two errors need not be added, which would double the bound.

In the proof, `hsplit` is the splitting, `hopen` and `hclosed` are the two error bounds, `hopen1` and `hclosed0` are the two signs, and `mono` replaces either distance by the smaller \(d\). The final `linarith` combines them.

The condition that \(E\) lies on the plateau is not assumed. The inequality remains true off the plateau and at its edge, but there \(d\le0\) and the right-hand side exceeds 1, so it says little about quantization. It is also weak for small \(r\), where the steps are smeared out.

The bound bears on reading conductance plateaus of quantum point contacts as channel counts, as far as the contact is described by an ideal saddle with non-interacting electrons at zero temperature. Disorder, thermal smearing and other barrier shapes are not covered.

```lean
/-- The conductance equals `N` to within `δ` if `2πr` times the signed distance to the nearer
plateau edge is at least `-log(δ(1 - exp(-2πr)))`. -/
theorem plateau_accuracy {r δ : ℝ} (hr : 0 < r) (hδ : 0 < δ) (E : ℝ) (N : ℕ)
    (hd : -Real.log (δ * (1 - Real.exp (-2 * π * r))) ≤ 2 * π * r * edgeDistance E N) :
    |conductance r E - N| ≤ δ := by
  have hq := one_sub_ratio_pos hr
  refine (plateau_error hr E N).2.trans ?_
  rw [div_le_iff₀ hq, ← Real.exp_log (mul_pos hδ hq)]
  apply Real.exp_le_exp.mpr
  linarith
```

Here the question is reversed: what distance from the plateau edges guarantees a prescribed accuracy \(\delta>0\)? The assumption `hd`, divided by \(2\pi r\), reads
\[
d\ge\frac{1}{2\pi r}\ln\frac{1}{\delta(1-q)},
\]
and the conclusion is \(|G-N|\le\delta\). Exponentiating the assumption gives \(e^{-2\pi rd}\le\delta(1-q)\), and dividing by \(1-q\) turns the previous bound into \(\delta\). Lean writes \(\delta(1-q)\) as the exponential of its logarithm and compares exponents.

The condition is sufficient, not necessary. Since \(d\) is never larger than \(\tfrac12\), it can be met only if \(\delta(1-q)\ge e^{-\pi r}\).

```lean
/-- At the plateau centre `E = N` the conductance is at least `N`, and exceeds it by at most
`exp(-2πr(N + 1/2)) / (1 - exp(-2πr))`. -/
theorem plateau_centre {r : ℝ} (hr : 0 < r) (N : ℕ) :
    0 ≤ conductance r N - N ∧
      conductance r N - N ≤
        Real.exp (-2 * π * r * (N + 1 / 2)) / (1 - Real.exp (-2 * π * r)) := by
  have hs : Summable (transmission r N) := (leakage_bound hr N 0).1
  have hsplit := hs.sum_add_tsum_nat_add (2 * N)
  have htail := (leakage_bound hr N (2 * N)).2
  have htail0 : 0 ≤ ∑' k, transmission r N (k + 2 * N) :=
    tsum_nonneg (fun k => by unfold transmission; positivity)
  -- the lowest 2N channels pair up, each pair transmitting exactly one unit
  have hpair : ∑ j ∈ Finset.range (2 * N),
      (transmission r N j + transmission r N (2 * N - 1 - j)) = 2 * (N : ℝ) := by
    have h1 : ∀ j ∈ Finset.range (2 * N),
        transmission r N j + transmission r N (2 * N - 1 - j) = 1 := by
      intro j hj
      apply transmission_add_mirror
      have hj' := Finset.mem_range.mp hj
      have h2 : j + (2 * N - 1 - j) + 1 = 2 * N := by omega
      exact_mod_cast h2
    rw [Finset.sum_congr rfl h1]
    simp
  rw [Finset.sum_add_distrib, Finset.sum_range_reflect (transmission r N) (2 * N)] at hpair
  have he : -2 * π * r * (((2 * N : ℕ) : ℝ) + 1 / 2 - N) = -2 * π * r * (N + 1 / 2) := by
    push_cast
    ring
  rw [he] at htail
  unfold conductance
  constructor <;> linarith

end

end SaddlePointConductance
```

At the centre of the plateau, \(E=N\), the error has a definite sign and, for \(N\ge1\), a sharper bound than the one from `plateau_error` (for \(N=0\) the two bounds coincide):
\[
0\le G-N\le\frac{e^{-2\pi r(N+1/2)}}{1-q}.
\]
Channels \(j\) and \(2N-1-j\) have thresholds symmetric about \(N\), so their transmissions add to one. The lowest \(2N\) channels form \(N\) such pairs and transmit exactly \(N\) in total. What remains is the leakage of the channels from \(2N\) upward, which is non-negative and bounded by `leakage_bound` with \(M=2N\). At fixed \(r\), this bound falls by a factor \(q\) from one plateau to the next. For \(N=0\) there are no pairs, and the whole conductance is leakage.

Lean avoids listing the pairs. In `hpair` it adds \(T_j+T_{2N-1-j}=1\) over all \(j<2N\), which gives \(2N\) and counts every channel twice. The lemma `Finset.sum_range_reflect` says that summing in reverse order changes nothing, so twice the sum of the lowest \(2N\) transmissions is \(2N\).

```lean
#print axioms SaddlePointConductance.edgeDistance_pos_iff
-- 'SaddlePointConductance.edgeDistance_pos_iff' depends on axioms: [propext, Classical.choice, Quot.sound]
#print axioms SaddlePointConductance.plateau_error
-- 'SaddlePointConductance.plateau_error' depends on axioms: [propext, Classical.choice, Quot.sound]
#print axioms SaddlePointConductance.plateau_accuracy
-- 'SaddlePointConductance.plateau_accuracy' depends on axioms: [propext, Classical.choice, Quot.sound]
#print axioms SaddlePointConductance.plateau_centre
-- 'SaddlePointConductance.plateau_centre' depends on axioms: [propext, Classical.choice, Quot.sound]
```
